# Mean square structure factor of charges shuffled over fixed points

## Points, charges and assignments

Let $n$ points $r_j$ be fixed in space, and let $n$ charges $q_i$ be placed on them at random, one charge per point, with all assignments equally likely. How large is the squared structure factor $|S(k)|^2$ on average at a given wavevector $k$? Write

$$Q=\sum_i q_i,\qquad P=\sum_i q_i^2$$

for the total charge and the sum of squared charges. For $n\ge 2$ and $Q=0$ the answer is $P(n^2-|T|^2)/(n(n-1))$, where $T=\sum_j e^{i\langle k,r_j\rangle}$ doesn't depend on the charges.

The reciprocal-space part of an Ewald energy is a sum of $|S(k)|^2$ over wavevectors, with weights that don't depend on the charges. If the cell is neutral and all its charges are shuffled with equal probability over its fixed sites, the formula therefore gives the mean of $|S(k)|^2$ in each term.

In Lean, the finite type `ι` labels both the points and the charges, and $n$ is `Fintype.card ι`. The space `E` is any real inner-product space, so ordinary three-dimensional space is included. No lattice is assumed, $k$ is arbitrary, and points may coincide.

```lean
import Mathlib

namespace RandomChargeAssignment

noncomputable section

variable {ι E : Type*} [Fintype ι] [NormedAddCommGroup E] [InnerProductSpace ℝ E]
```

The structure factor is

$$S(k)=\sum_j q_j\,e^{i\langle k,r_j\rangle}.$$

The exponent has a plus sign and no factor $2\pi$, and the sum has no prefactor such as $1/\sqrt n$.

```lean
/-- The structure factor `S(k) = ∑ q_j exp(i⟨k, r_j⟩)` of charges `q_j` at points `r_j`. -/
def structureFactor (k : E) (r : ι → E) (q : ι → ℝ) : ℂ :=
  ∑ j, (q j : ℂ) * Complex.exp (((inner ℝ k (r j) : ℝ) : ℂ) * Complex.I)
```

Unit charges at the same points give $T$, which Lean calls `pointFactor`. By the triangle inequality $|T|\le n$.

```lean
/-- The sum `T = ∑ exp(i⟨k, r_j⟩)`, the structure factor of unit charges at the points. -/
def pointFactor (k : E) (r : ι → E) : ℂ := structureFactor k r (fun _ => 1)
```

## Intensity as two real squares

Since the charges are real, the real and imaginary parts of $S$ are a cosine sum and a sine sum, so

$$|S(k)|^2=\Big(\sum_j q_j\cos\langle k,r_j\rangle\Big)^2+\Big(\sum_j q_j\sin\langle k,r_j\rangle\Big)^2.$$

The proof writes the squared modulus through its two parts and evaluates each part term by term. It then suffices to average squares of real weighted sums.

```lean
/-- The intensity `|S(k)|²` is the square of a cosine sum plus the square of a sine sum. -/
theorem norm_sq_structureFactor (k : E) (r : ι → E) (q : ι → ℝ) :
    ‖structureFactor k r q‖ ^ 2 =
      (∑ j, q j * Real.cos (inner ℝ k (r j))) ^ 2 +
      (∑ j, q j * Real.sin (inner ℝ k (r j))) ^ 2 := by
  rw [← Complex.normSq_eq_norm_sq, Complex.normSq_apply]
  simp only [structureFactor, Complex.re_sum, Complex.im_sum, Complex.re_ofReal_mul,
    Complex.im_ofReal_mul, Complex.exp_ofReal_mul_I_re, Complex.exp_ofReal_mul_I_im]
  ring
```

## The average over assignments

An assignment is a permutation $\sigma$ that puts charge $q_{\sigma(j)}$ at point $j$; in Lean the shuffled charges are `q ∘ σ`. The average of a quantity $F$ is

$$\langle F\rangle=\frac1{n!}\sum_\sigma F(\sigma).$$

Equal charges still count as labelled, which does no harm, because every distinct arrangement is then counted equally often.

The equal weights are an idealisation: in a real material, ions with short-range order, or in thermal equilibrium at finite temperature, generally favour some arrangements over others.

```lean
variable [DecidableEq ι]

/-- The average of a quantity over all `n!` assignments of `n` charges to `n` points. -/
def assignmentAverage (F : Equiv.Perm ι → ℝ) : ℝ :=
  (∑ σ, F σ) / ((Fintype.card ι).factorial : ℝ)
```

## One site

For any function $f$ of the charge label, composing $\sigma$ with the exchange of sites $j$ and $l$ permutes the set of assignments, so $\langle f(\sigma(j))\rangle=\langle f(\sigma(l))\rangle$. Adding over all sites gives

$$n\,\langle f(\sigma(j))\rangle=\Big\langle\sum_l f(\sigma(l))\Big\rangle=\sum_i f(i),$$

because each assignment uses every label once. In particular $\langle q_{\sigma(j)}\rangle=Q/n$ and $\langle q_{\sigma(j)}^2\rangle=P/n$.

The Lean statement is multiplied out by $n$ and $n!$. The exchange is `Equiv.swap j l`, and the `calc` block follows the displayed line.

```lean
/-- Summed over all assignments, a function of the charge label found at one site gives
`n!/n` times its sum over all labels. -/
theorem sum_perm_single (f : ι → ℝ) (j : ι) :
    (Fintype.card ι : ℝ) * ∑ σ : Equiv.Perm ι, f (σ j) =
      ((Fintype.card ι).factorial : ℝ) * ∑ i, f i := by
  -- exchanging two sites shows that all sites are equivalent
  have h : ∀ l, ∑ σ : Equiv.Perm ι, f (σ l) = ∑ σ : Equiv.Perm ι, f (σ j) := fun l => by
    refine Fintype.sum_equiv (Equiv.mulRight (Equiv.swap j l)) _ _ (fun σ => ?_)
    simp
  calc (Fintype.card ι : ℝ) * ∑ σ : Equiv.Perm ι, f (σ j)
      = ∑ l, ∑ σ : Equiv.Perm ι, f (σ l) := by
        rw [Finset.sum_congr rfl (fun l _ => h l), Finset.sum_const, Finset.card_univ,
          nsmul_eq_mul]
    _ = ∑ σ : Equiv.Perm ι, ∑ l, f (σ l) := Finset.sum_comm
    _ = ∑ _σ : Equiv.Perm ι, ∑ i, f i :=
        Finset.sum_congr rfl fun σ _ => Equiv.sum_comp σ f
    _ = _ := by rw [Finset.sum_const, Finset.card_univ, Fintype.card_perm, nsmul_eq_mul]
```

## Two sites

Let $j\ne l$. Exchanging $l$ with another site $m\neq j$ leaves the charge at $j$ alone, so all $n-1$ partners of $j$ are equivalent:

$$(n-1)\langle q_{\sigma(j)}q_{\sigma(l)}\rangle=\Big\langle q_{\sigma(j)}\sum_{m\ne j}q_{\sigma(m)}\Big\rangle=\big\langle q_{\sigma(j)}(Q-q_{\sigma(j)})\big\rangle=\frac{Q^2-P}{n}.$$

Hence

$$\langle q_{\sigma(j)}q_{\sigma(l)}\rangle=\frac{Q^2-P}{n(n-1)}.$$

For a neutral set that isn't identically zero this is negative: a positive charge at one site leaves a negative total for the others.

In the proof, `hsym` is the equivalence of partners, `hrow` the first equality and `hsum` the second. The last line inserts the one-site averages of $q$ and $q^2$.

```lean
/-- For the charges at two different sites, `n(n-1)` times the sum of their product over all
assignments is `n! ((∑ q)² - ∑ q²)`. -/
theorem sum_perm_pair (q : ι → ℝ) {j l : ι} (hjl : j ≠ l) :
    (Fintype.card ι : ℝ) * (Fintype.card ι - 1) * ∑ σ : Equiv.Perm ι, q (σ j) * q (σ l) =
      ((Fintype.card ι).factorial : ℝ) * ((∑ i, q i) ^ 2 - ∑ i, q i ^ 2) := by
  -- with site `j` held fixed, all other sites are equivalent
  have hsym : ∀ m ∈ Finset.univ.erase j, ∑ σ : Equiv.Perm ι, q (σ j) * q (σ m) =
      ∑ σ : Equiv.Perm ι, q (σ j) * q (σ l) := fun m hm => by
    have hjm : j ≠ m := (Finset.ne_of_mem_erase hm).symm
    refine Fintype.sum_equiv (Equiv.mulRight (Equiv.swap l m)) _ _ (fun σ => ?_)
    simp [Equiv.swap_apply_of_ne_of_ne hjl hjm]
  have hpos : 1 ≤ Fintype.card ι := Fintype.card_pos_iff.mpr ⟨j⟩
  have hrow : ((Fintype.card ι : ℝ) - 1) * ∑ σ : Equiv.Perm ι, q (σ j) * q (σ l) =
      ∑ m ∈ Finset.univ.erase j, ∑ σ : Equiv.Perm ι, q (σ j) * q (σ m) := by
    rw [Finset.sum_congr rfl hsym, Finset.sum_const,
      Finset.card_erase_of_mem (Finset.mem_univ j), Finset.card_univ, nsmul_eq_mul,
      Nat.cast_sub hpos, Nat.cast_one]
  -- the other sites together carry the total charge minus the charge at `j`
  have hsum : ∑ m ∈ Finset.univ.erase j, ∑ σ : Equiv.Perm ι, q (σ j) * q (σ m) =
      (∑ i, q i) * ∑ σ : Equiv.Perm ι, q (σ j) - ∑ σ : Equiv.Perm ι, q (σ j) ^ 2 := by
    rw [Finset.sum_comm, Finset.mul_sum, ← Finset.sum_sub_distrib]
    refine Finset.sum_congr rfl fun σ _ => ?_
    have h1 : q (σ j) + ∑ m ∈ Finset.univ.erase j, q (σ m) = ∑ m, q (σ m) :=
      Finset.add_sum_erase Finset.univ (fun m => q (σ m)) (Finset.mem_univ j)
    have h2 : ∑ m, q (σ m) = ∑ i, q i := Equiv.sum_comp σ q
    rw [← Finset.mul_sum]
    linear_combination q (σ j) * (h1 + h2)
  have s2 := sum_perm_single (fun i => q i ^ 2) j
  linear_combination (Fintype.card ι : ℝ) * (hrow + hsum) +
    (∑ i, q i) * sum_perm_single q j - s2
```

## A weighted sum of shuffled charges

Let $c_j$ be real weights and let $n\ge2$. Expanding the square and separating equal from different sites gives

$$\Big\langle\Big(\sum_j q_{\sigma(j)}c_j\Big)^2\Big\rangle=\frac Pn\sum_j c_j^2+\frac{Q^2-P}{n(n-1)}\Big[\Big(\sum_j c_j\Big)^2-\sum_j c_j^2\Big].$$

Over the common denominator this is

$$\frac{P\big[n\sum_j c_j^2-(\sum_j c_j)^2\big]+Q^2\big[(\sum_j c_j)^2-\sum_j c_j^2\big]}{n(n-1)}.$$

Lean again multiplies out the denominators. Here `hexp` expands the square, and `hent` gives every entry $(j,l)$ the two-site value and adds a correction where $j=l$. The double sum is then evaluated by `hcol`.

```lean
/-- For real weights `c`, `n(n-1)` times the sum over all assignments of the squared weighted sum of
the shuffled charges is `n! ((∑ q²)(n ∑ c² - (∑ c)²) + (∑ q)²((∑ c)² - ∑ c²))`. -/
theorem sum_perm_sq (q c : ι → ℝ) :
    (Fintype.card ι : ℝ) * (Fintype.card ι - 1) *
        ∑ σ : Equiv.Perm ι, (∑ j, q (σ j) * c j) ^ 2 =
      ((Fintype.card ι).factorial : ℝ) *
        ((∑ i, q i ^ 2) * (Fintype.card ι * ∑ j, c j ^ 2 - (∑ j, c j) ^ 2) +
          (∑ i, q i) ^ 2 * ((∑ j, c j) ^ 2 - ∑ j, c j ^ 2)) := by
  have hexp : ∑ σ : Equiv.Perm ι, (∑ j, q (σ j) * c j) ^ 2 =
      ∑ j, ∑ l, c j * c l * ∑ σ : Equiv.Perm ι, q (σ j) * q (σ l) := by
    simp_rw [sq, Finset.sum_mul_sum, Finset.mul_sum]
    rw [Finset.sum_comm]
    refine Finset.sum_congr rfl fun j _ => ?_
    rw [Finset.sum_comm]
    exact Finset.sum_congr rfl fun l _ => Finset.sum_congr rfl fun σ _ => by ring
  have hcol : ∀ A B : ℝ, ∑ j, ∑ l, (A * (c j * c l) + if j = l then B * c j ^ 2 else 0) =
      A * (∑ j, c j) ^ 2 + B * ∑ j, c j ^ 2 := fun A B => by
    simp only [Finset.sum_add_distrib, Finset.sum_ite_eq, Finset.mem_univ, if_true]
    rw [sq (∑ j, c j), Finset.sum_mul_sum]
    simp only [Finset.mul_sum]
  -- separate the diagonal terms from the pair terms
  have hent : ∀ j l, (Fintype.card ι : ℝ) * (Fintype.card ι - 1) *
      (c j * c l * ∑ σ : Equiv.Perm ι, q (σ j) * q (σ l)) =
      ((Fintype.card ι).factorial : ℝ) * ((∑ i, q i) ^ 2 - ∑ i, q i ^ 2) * (c j * c l) +
      if j = l then ((Fintype.card ι).factorial : ℝ) *
        (Fintype.card ι * ∑ i, q i ^ 2 - (∑ i, q i) ^ 2) * c j ^ 2 else 0 := fun j l => by
    by_cases h : j = l
    · subst h
      have s := sum_perm_single (fun i => q i ^ 2) j
      simp only [if_true, ← sq]
      linear_combination ((Fintype.card ι : ℝ) - 1) * c j ^ 2 * s
    · rw [if_neg h]
      linear_combination c j * c l * sum_perm_pair q h
  rw [hexp, Finset.mul_sum, Finset.sum_congr rfl fun j _ => Finset.mul_sum _ _ _,
    Finset.sum_congr rfl fun j _ => Finset.sum_congr rfl fun l _ => hent j l, hcol]
  ring
```

## Any total charge

Apply the last formula with $c_j=\cos\langle k,r_j\rangle$, then with $c_j=\sin\langle k,r_j\rangle$, and add. The sums of $c_j^2$ add to $n$, because $\cos^2+\sin^2=1$ at each point (`h1`). The squares of the two sums add to $|T|^2$ (`hT`). For $n\ge2$,

$$\langle|S(k)|^2\rangle=\frac{P\,(n^2-|T|^2)+Q^2(|T|^2-n)}{n(n-1)}.$$

The hypothesis `hn` makes the denominator nonzero, and `linear_combination` adds the two cases.

```lean
/-- The average of `|S(k)|²` over all assignments of `n ≥ 2` charges, of any total, to `n`
fixed points. -/
theorem average_intensity (k : E) (r : ι → E) (q : ι → ℝ) (hn : 2 ≤ Fintype.card ι) :
    assignmentAverage (fun σ => ‖structureFactor k r (q ∘ σ)‖ ^ 2) =
      ((∑ i, q i ^ 2) * ((Fintype.card ι : ℝ) ^ 2 - ‖pointFactor k r‖ ^ 2) +
        (∑ i, q i) ^ 2 * (‖pointFactor k r‖ ^ 2 - Fintype.card ι)) /
      ((Fintype.card ι : ℝ) * (Fintype.card ι - 1)) := by
  have hn' : (2 : ℝ) ≤ Fintype.card ι := by exact_mod_cast hn
  have hd : (Fintype.card ι : ℝ) * (Fintype.card ι - 1) ≠ 0 :=
    mul_ne_zero (by linarith) (by linarith)
  have hf : ((Fintype.card ι).factorial : ℝ) ≠ 0 :=
    Nat.cast_ne_zero.mpr (Nat.factorial_ne_zero _)
  have hc := sum_perm_sq q (fun j => Real.cos (inner ℝ k (r j)))
  have hs := sum_perm_sq q (fun j => Real.sin (inner ℝ k (r j)))
  have hT : ‖pointFactor k r‖ ^ 2 = (∑ j, Real.cos (inner ℝ k (r j))) ^ 2 +
      (∑ j, Real.sin (inner ℝ k (r j))) ^ 2 := by
    simp only [pointFactor, norm_sq_structureFactor, one_mul]
  -- every phase factor has modulus one
  have h1 : ∑ j, Real.cos (inner ℝ k (r j)) ^ 2 + ∑ j, Real.sin (inner ℝ k (r j)) ^ 2 =
      (Fintype.card ι : ℝ) := by
    rw [← Finset.sum_add_distrib]
    simp
  simp only [assignmentAverage, norm_sq_structureFactor, Finset.sum_add_distrib,
    Function.comp_apply]
  rw [hT, div_eq_div_iff hf hd]
  linear_combination hc + hs + ((Fintype.card ι).factorial : ℝ) *
    ((∑ i, q i ^ 2) * Fintype.card ι - (∑ i, q i) ^ 2) * h1
```

## Zero total charge

Setting $Q=0$ leaves

$$\langle|S(k)|^2\rangle=\frac{P\,(n^2-|T|^2)}{n(n-1)}.$$

As an instance, put charges $2,-1,-1$ on three points of a line, with $\langle k,r_j\rangle=0,\pi,2\pi$. The phase factors are $1,-1,1$, so $T=1$. With $P=6$ the formula gives $6\cdot(9-1)/6=8$. Directly, neutrality makes $S$ equal to $-2$ times the middle charge. So $|S|^2$ is $16$ in the two assignments with charge $2$ in the middle and $4$ in the other four, and the mean is $(2\cdot16+4\cdot4)/6=8$.

The neutral formula does not hold for arbitrary total charge. Two unit charges at $k=0$ have $S=T=2$ in both assignments, so the average is $4$, whereas the neutral formula would give $0$.

```lean
/-- For `n ≥ 2` charges of zero total, the average of `|S(k)|²` over all assignments is
`(∑ q²)(n² - |T|²)/(n(n-1))`. -/
theorem average_intensity_neutral (k : E) (r : ι → E) (q : ι → ℝ)
    (hn : 2 ≤ Fintype.card ι) (h0 : ∑ i, q i = 0) :
    assignmentAverage (fun σ => ‖structureFactor k r (q ∘ σ)‖ ^ 2) =
      (∑ i, q i ^ 2) * ((Fintype.card ι : ℝ) ^ 2 - ‖pointFactor k r‖ ^ 2) /
      ((Fintype.card ι : ℝ) * (Fintype.card ι - 1)) := by
  rw [average_intensity k r q hn, h0]
  ring
```

## Fluctuation about the mean charge

For a set of $n\ge2$ charges with any total $Q$, let $\mu=Q/n$. The one-site average shows that $\mu T$ is the mean of $S(k)$. The shifted charges $q_i-\mu$ add to zero, their structure factor is $S-\mu T$ in every assignment, and their squares add to

$$P-2\mu Q+n\mu^2=P-\frac{Q^2}{n}.$$

The neutral formula applied to them gives

$$\Big\langle\Big|S(k)-\frac Qn\,T\Big|^2\Big\rangle=\frac{(P-Q^2/n)(n^2-|T|^2)}{n(n-1)}.$$

These three facts about the shifted charges are `hzero`, `h` and `hP`.

```lean
/-- For `n ≥ 2` charges of any total `Q`, the mean square deviation of `S(k)` from `(Q/n) T`
is `(∑ q² - Q²/n)(n² - |T|²)/(n(n-1))`. -/
theorem average_deviation (k : E) (r : ι → E) (q : ι → ℝ) (hn : 2 ≤ Fintype.card ι) :
    assignmentAverage (fun σ => ‖structureFactor k r (q ∘ σ) -
        (((∑ i, q i) / (Fintype.card ι : ℝ) : ℝ) : ℂ) * pointFactor k r‖ ^ 2) =
      (∑ i, q i ^ 2 - (∑ i, q i) ^ 2 / Fintype.card ι) *
        ((Fintype.card ι : ℝ) ^ 2 - ‖pointFactor k r‖ ^ 2) /
      ((Fintype.card ι : ℝ) * (Fintype.card ι - 1)) := by
  have hn0 : (Fintype.card ι : ℝ) ≠ 0 := Nat.cast_ne_zero.mpr (by omega)
  obtain ⟨μ, hμ⟩ : ∃ μ : ℝ, μ = (∑ i, q i) / (Fintype.card ι : ℝ) := ⟨_, rfl⟩
  have hμ' : (Fintype.card ι : ℝ) * μ = ∑ i, q i := by
    rw [hμ]
    field_simp
  have hq : (∑ i, q i) ^ 2 / (Fintype.card ι : ℝ) = μ * ∑ i, q i := by
    rw [hμ]
    ring
  -- subtracting the mean charge leaves a neutral set of charges
  have h : ∀ σ : Equiv.Perm ι, structureFactor k r (q ∘ σ) - (μ : ℂ) * pointFactor k r =
      structureFactor k r ((fun i => q i - μ) ∘ σ) := fun σ => by
    simp only [structureFactor, pointFactor, Finset.mul_sum, ← Finset.sum_sub_distrib,
      Function.comp_apply]
    exact Finset.sum_congr rfl fun j _ => by push_cast; ring
  have hzero : ∑ i, (q i - μ) = 0 := by
    rw [Finset.sum_sub_distrib, Finset.sum_const, Finset.card_univ, nsmul_eq_mul]
    linarith
  have hP : ∑ i, (q i - μ) ^ 2 = ∑ i, q i ^ 2 - (∑ i, q i) ^ 2 / Fintype.card ι := by
    have e : ∑ i, (q i - μ) ^ 2 = ∑ i, (q i ^ 2 - 2 * μ * q i + μ ^ 2) :=
      Finset.sum_congr rfl fun i _ => by ring
    rw [e, Finset.sum_add_distrib, Finset.sum_sub_distrib, ← Finset.mul_sum,
      Finset.sum_const, Finset.card_univ, nsmul_eq_mul]
    linear_combination μ * hμ' + hq
  rw [← hμ]
  simp only [h]
  rw [average_intensity_neutral k r _ hn hzero, hP]
```

## When the neutral average vanishes

Let the charges be neutral and not all zero. A single neutral charge would be zero, so $n\ge2$ follows and needn't be assumed. Moreover $P>0$, so the average vanishes exactly when $|T|^2=n^2$, that is, when $|T|=n$, as both sides are nonnegative.

Physically, $|T|=n$ means that all phase factors agree, as they do at $k=0$. Then $S$ is the total charge times a common phase, which is zero however the charges are placed.

The Lean proof first derives `hn` and the positivity `hP`, then cancels the nonzero factors in one direction and substitutes $|T|=n$ in the other.

```lean
/-- For charges of zero total that are not all zero, the average of `|S(k)|²` over all
assignments vanishes exactly when `|T| = n`. -/
theorem average_intensity_eq_zero_iff (k : E) (r : ι → E) (q : ι → ℝ)
    (h0 : ∑ i, q i = 0) (hq : q ≠ 0) :
    assignmentAverage (fun σ => ‖structureFactor k r (q ∘ σ)‖ ^ 2) = 0 ↔
      ‖pointFactor k r‖ = Fintype.card ι := by
  obtain ⟨i, hi'⟩ := Function.ne_iff.mp hq
  have hi : q i ≠ 0 := hi'
  -- a single neutral charge would be zero, so there are at least two points
  have hn : 2 ≤ Fintype.card ι := by
    by_contra hlt
    have : Subsingleton ι := Fintype.card_le_one_iff_subsingleton.mp (by omega)
    exact hi (by rw [← Fintype.sum_subsingleton q i, h0])
  have hn' : (2 : ℝ) ≤ Fintype.card ι := by exact_mod_cast hn
  have hd : (Fintype.card ι : ℝ) * (Fintype.card ι - 1) ≠ 0 :=
    mul_ne_zero (by linarith) (by linarith)
  have hP : 0 < ∑ i, q i ^ 2 :=
    Finset.sum_pos' (fun i _ => sq_nonneg (q i)) ⟨i, Finset.mem_univ i, by positivity⟩
  rw [average_intensity_neutral k r q hn h0]
  constructor
  · intro h
    have h2 := (mul_eq_zero.mp ((div_eq_zero_iff.mp h).resolve_right hd)).resolve_left hP.ne'
    exact (sq_eq_sq₀ (norm_nonneg _) (Nat.cast_nonneg _)).mp (by linarith)
  · intro h
    rw [h, sub_self, mul_zero, zero_div]

end

end RandomChargeAssignment
```

```lean
#print axioms RandomChargeAssignment.norm_sq_structureFactor
#print axioms RandomChargeAssignment.average_deviation
#print axioms RandomChargeAssignment.average_intensity_eq_zero_iff
```

```
'RandomChargeAssignment.norm_sq_structureFactor' depends on axioms: [propext, Classical.choice, Quot.sound]
'RandomChargeAssignment.average_deviation' depends on axioms: [propext, Classical.choice, Quot.sound]
'RandomChargeAssignment.average_intensity_eq_zero_iff' depends on axioms: [propext, Classical.choice, Quot.sound]
```
